# Overlap and Hamiltonian matrices of linear muffin-tin orbitals in the atomic-sphere approximation

Take finitely many orthonormal vectors φᵢ in a complex inner-product space, vectors ψᵢ orthogonal to all of them with ⟨ψᵢ, ψⱼ⟩ = pᵢδᵢⱼ, a linear map H with Hφᵢ = Eᵢφᵢ and Hψᵢ = Eᵢψᵢ + φᵢ, a Hermitian matrix h, and real numbers oᵢ, pᵢ, Eᵢ collected into diagonal matrices o, p, E. Then the orbitals χ = φ + (ψ + φo)h have overlap and Hamiltonian matrices

    ⟨χ|χ⟩ = (1 + ho)(1 + oh) + hph
    ⟨χ|Hχ⟩ = h(1 + oh) + (1 + ho)E(1 + oh) + hEph

```lean
import Mathlib

open Matrix
open scoped InnerProductSpace

namespace LinearMuffinTinOrbitals

noncomputable section

variable {ι : Type*} [Fintype ι] [DecidableEq ι]
variable {V : Type*} [NormedAddCommGroup V] [InnerProductSpace ℂ V]

/-- The diagonal matrix with real entries `d i`. -/
def rdiag (d : ι → ℝ) : Matrix ι ι ℂ := diagonal fun i => (d i : ℂ)

/-- The family `f A` of linear combinations, `(f A)_j = ∑ i, f_i A_ij`. -/
def comb (f : ι → V) (A : Matrix ι ι ℂ) : ι → V := fun j => ∑ i, A i j • f i

/-- The matrix of inner products `⟨f_i, g_j⟩`. -/
def braket (f g : ι → V) : Matrix ι ι ℂ := Matrix.of fun i j => ⟪f i, g j⟫_ℂ

/-- The linear muffin-tin orbitals `χ = φ + (ψ + φ o) h`. -/
def lmto (φ ψ : ι → V) (o : ι → ℝ) (h : Matrix ι ι ℂ) : ι → V :=
  fun j => φ j + ∑ i, h i j • (ψ i + (o i : ℂ) • φ i)

/-- The vectors `φ` are orthonormal, the vectors `ψ` are orthogonal to all of them, and `⟨ψ_i, ψ_j⟩
= p_i δ_ij`. -/
structure Ortho (φ ψ : ι → V) (p : ι → ℝ) : Prop where
  orth : Orthonormal ℂ φ
  cross : ∀ i j, ⟪φ i, ψ j⟫_ℂ = 0
  dot : ∀ i j, ⟪ψ i, ψ j⟫_ℂ = if i = j then (p i : ℂ) else 0

/-- The wave equations: the relations `H φ_i = E_i φ_i` and `H ψ_i = E_i ψ_i + φ_i`. -/
structure WaveEq (H : V →ₗ[ℂ] V) (φ ψ : ι → V) (E : ι → ℝ) : Prop where
  phi : ∀ i, H (φ i) = (E i : ℂ) • φ i
  psi : ∀ i, H (ψ i) = (E i : ℂ) • ψ i + φ i

variable {φ ψ : ι → V} {p E : ι → ℝ} {H : V →ₗ[ℂ] V} {h : Matrix ι ι ℂ}

omit [Fintype ι] in
/-- A real diagonal matrix equals its conjugate transpose. -/
theorem rdiag_conjTranspose (d : ι → ℝ) : (rdiag d)ᴴ = rdiag d := by
  unfold rdiag
  rw [diagonal_conjTranspose]
  congr 1
  funext i
  simp

/-- The inner products of `φ A + ψ B` with `φ C + ψ D` form the matrix `Aᴴ C + Bᴴ p D`. -/
theorem braket_expand (hd : Ortho φ ψ p) (A B C D : Matrix ι ι ℂ) :
    braket (comb φ A + comb ψ B) (comb φ C + comb ψ D) = Aᴴ * C + Bᴴ * rdiag p * D := by
  -- sesquilinearity
  have hl : ∀ (f g : ι → V) (M : Matrix ι ι ℂ), braket (comb f M) g = Mᴴ * braket f g := by
    intro f g M
    ext i j
    simp [braket, comb, Matrix.mul_apply, mul_comm]
  have hr : ∀ (f g : ι → V) (M : Matrix ι ι ℂ), braket f (comb g M) = braket f g * M := by
    intro f g M
    ext i j
    simp [braket, comb, Matrix.mul_apply, mul_comm]
  have al : ∀ f g k : ι → V, braket (f + g) k = braket f k + braket g k := by
    intro f g k
    ext i j
    simp [braket]
  have ar : ∀ f g k : ι → V, braket k (f + g) = braket k f + braket k g := by
    intro f g k
    ext i j
    simp [braket]
  -- the four blocks of inner products
  have h1 : braket φ φ = 1 := by
    ext i j
    simp only [braket, Matrix.of_apply, Matrix.one_apply]
    exact orthonormal_iff_ite.mp hd.orth i j
  have h2 : braket φ ψ = 0 := by
    ext i j
    simp only [braket, Matrix.of_apply, Matrix.zero_apply]
    exact hd.cross i j
  have h3 : braket ψ φ = 0 := by
    ext i j
    simp only [braket, Matrix.of_apply, Matrix.zero_apply]
    exact inner_eq_zero_symm.mp (hd.cross j i)
  have h4 : braket ψ ψ = rdiag p := by
    ext i j
    simp only [braket, Matrix.of_apply, rdiag, Matrix.diagonal_apply]
    exact hd.dot i j
  simp only [al, ar, hl, hr, h1, h2, h3, h4]
  simp [Matrix.mul_assoc]

/-- The orbitals split into a `φ` part and a `ψ` part: `χ = φ (1 + o h) + ψ h`. -/
theorem lmto_eq (φ ψ : ι → V) (o : ι → ℝ) (h : Matrix ι ι ℂ) :
    lmto φ ψ o h = comb φ (1 + rdiag o * h) + comb ψ h := by
  funext j
  have hc : ∀ i, h i j * (o i : ℂ) = o i * h i j := fun i => mul_comm _ _
  simp only [lmto, comb, Pi.add_apply, Matrix.add_apply, rdiag, Matrix.diagonal_mul, add_smul,
    smul_add, Finset.sum_add_distrib, Matrix.one_apply, ite_smul, one_smul, zero_smul,
    Finset.sum_ite_eq', Finset.mem_univ, if_true, smul_smul, hc]
  abel

/-- The Hamiltonian maps `φ A + ψ B` to `φ (E A + B) + ψ (E B)`. -/
theorem apply_comb (hw : WaveEq H φ ψ E) (A B : Matrix ι ι ℂ) :
    ⇑H ∘ (comb φ A + comb ψ B) = comb φ (rdiag E * A + B) + comb ψ (rdiag E * B) := by
  funext j
  have hA : ∀ i, A i j * (E i : ℂ) = E i * A i j := fun i => mul_comm _ _
  have hB : ∀ i, B i j * (E i : ℂ) = E i * B i j := fun i => mul_comm _ _
  simp only [Function.comp_apply, Pi.add_apply, comb, map_add, map_sum, map_smul, hw.phi,
    hw.psi, Matrix.add_apply, rdiag, Matrix.diagonal_mul, add_smul, smul_add, smul_smul,
    Finset.sum_add_distrib, hA, hB]
  abel

/-- For Hermitian `h` the overlap matrix `⟨χ|χ⟩` is `(1 + h o)(1 + o h) + h p h`. -/
theorem overlap (hd : Ortho φ ψ p) (hh : h.IsHermitian) (o : ι → ℝ) :
    braket (lmto φ ψ o h) (lmto φ ψ o h)
      = (1 + h * rdiag o) * (1 + rdiag o * h) + h * rdiag p * h := by
  rw [lmto_eq φ ψ o h, braket_expand hd]
  simp only [conjTranspose_add, conjTranspose_mul, conjTranspose_one, hh.eq,
    rdiag_conjTranspose]

/-- For Hermitian `h` the Hamiltonian matrix `⟨χ|H χ⟩` is
`h (1 + o h) + (1 + h o) E (1 + o h) + h E p h`. -/
theorem hamiltonian (hd : Ortho φ ψ p) (hw : WaveEq H φ ψ E) (hh : h.IsHermitian) (o : ι → ℝ) :
    braket (lmto φ ψ o h) (⇑H ∘ lmto φ ψ o h)
      = h * (1 + rdiag o * h) + (1 + h * rdiag o) * rdiag E * (1 + rdiag o * h)
        + h * rdiag E * rdiag p * h := by
  rw [lmto_eq φ ψ o h, apply_comb hw, braket_expand hd]
  simp only [conjTranspose_add, conjTranspose_mul, conjTranspose_one, hh.eq,
    rdiag_conjTranspose]
  -- diagonal matrices commute
  have hc : rdiag p * rdiag E = rdiag E * rdiag p := by
    simp only [rdiag, Matrix.diagonal_mul_diagonal]
    congr 1
    funext i
    ring
  have key : h * rdiag p * (rdiag E * h) = h * rdiag E * rdiag p * h :=
    calc h * rdiag p * (rdiag E * h) = h * (rdiag p * rdiag E) * h := by noncomm_ring
      _ = h * (rdiag E * rdiag p) * h := by rw [hc]
      _ = h * rdiag E * rdiag p * h := by noncomm_ring
  rw [key]
  noncomm_ring

/-- For Hermitian `h` the secular matrix `⟨χ|H χ⟩ - ε ⟨χ|χ⟩` is `h (1 + o h) + (1 + h o)(E - ε)(1 +
o h) + h (E - ε) p h`. -/
theorem secular (hd : Ortho φ ψ p) (hw : WaveEq H φ ψ E) (hh : h.IsHermitian) (o : ι → ℝ)
    (ε : ℂ) :
    braket (lmto φ ψ o h) (⇑H ∘ lmto φ ψ o h) - ε • braket (lmto φ ψ o h) (lmto φ ψ o h)
      = h * (1 + rdiag o * h) + (1 + h * rdiag o) * (rdiag E - ε • 1) * (1 + rdiag o * h)
        + h * (rdiag E - ε • 1) * rdiag p * h := by
  rw [hamiltonian hd hw hh, overlap hd hh, smul_add]
  simp only [mul_sub, sub_mul, mul_smul_comm, smul_mul_assoc, mul_one]
  abel

/-- For Hermitian `h` the Hamiltonian matrix `⟨χ|H χ⟩` is Hermitian. -/
theorem hamiltonian_isHermitian (hd : Ortho φ ψ p) (hw : WaveEq H φ ψ E) (hh : h.IsHermitian)
    (o : ι → ℝ) : (braket (lmto φ ψ o h) (⇑H ∘ lmto φ ψ o h)).IsHermitian := by
  rw [hamiltonian hd hw hh]
  simp only [Matrix.IsHermitian, conjTranspose_add, conjTranspose_mul, conjTranspose_one,
    hh.eq, rdiag_conjTranspose]
  have hc : rdiag p * rdiag E = rdiag E * rdiag p := by
    simp only [rdiag, Matrix.diagonal_mul_diagonal]
    congr 1
    funext i
    ring
  have key : h * (rdiag p * (rdiag E * h)) = h * rdiag E * rdiag p * h :=
    calc h * (rdiag p * (rdiag E * h)) = h * (rdiag p * rdiag E) * h := by noncomm_ring
      _ = h * (rdiag E * rdiag p) * h := by rw [hc]
      _ = h * rdiag E * rdiag p * h := by noncomm_ring
  rw [key]
  noncomm_ring

omit [Fintype ι] in
/-- With at least one channel, an operator `H` obeying the orthogonality relations and the
wave equations is not symmetric. -/
theorem not_isSymmetric [Nonempty ι] (hd : Ortho φ ψ p) (hw : WaveEq H φ ψ E) :
    ¬ H.IsSymmetric := by
  intro hs
  obtain ⟨i⟩ := ‹Nonempty ι›
  -- ⟨H φ, ψ⟩ = 0 whereas ⟨φ, H ψ⟩ = 1
  have h0 : ⟪H (φ i), ψ i⟫_ℂ = ⟪φ i, H (ψ i)⟫_ℂ := hs (φ i) (ψ i)
  rw [hw.phi i, hw.psi i, inner_smul_left, inner_add_right, inner_smul_right, hd.cross i i,
    orthonormal_iff_ite.mp hd.orth i i] at h0
  simp at h0

/-- The unit vectors of a space with two basis states per channel. -/
def unitVec (k : ι ⊕ ι) : EuclideanSpace ℂ (ι ⊕ ι) := EuclideanSpace.basisFun (ι ⊕ ι) ℂ k

/-- The operator acting as a two-by-two Jordan block with diagonal `E i` in channel `i`. -/
def jordanH (E : ι → ℝ) : EuclideanSpace ℂ (ι ⊕ ι) →ₗ[ℂ] EuclideanSpace ℂ (ι ⊕ ι) :=
  (EuclideanSpace.basisFun (ι ⊕ ι) ℂ).toBasis.constr ℂ
    (Sum.elim (fun i => (E i : ℂ) • unitVec (Sum.inl i))
      (fun i => (E i : ℂ) • unitVec (Sum.inr i) + unitVec (Sum.inl i)))

/-- The two unit vectors of each channel and the Jordan-block operator satisfy the
orthogonality relations with `p = 1` and the wave equations, for any energies `E`. -/
theorem partialWaves_witness (E : ι → ℝ) :
    Ortho (fun i : ι => unitVec (Sum.inl i)) (fun i => unitVec (Sum.inr i)) (fun _ => 1) ∧
    WaveEq (jordanH E) (fun i => unitVec (Sum.inl i)) (fun i => unitVec (Sum.inr i)) E := by
  have hb := (EuclideanSpace.basisFun (ι ⊕ ι) ℂ).orthonormal
  have ho := orthonormal_iff_ite.mp hb
  refine ⟨⟨hb.comp Sum.inl Sum.inl_injective, fun i j => ?_, fun i j => ?_⟩,
    fun i => ?_, fun i => ?_⟩
  · exact (ho (Sum.inl i) (Sum.inr j)).trans (by simp)
  · exact (ho (Sum.inr i) (Sum.inr j)).trans (by simp)
  · exact (EuclideanSpace.basisFun (ι ⊕ ι) ℂ).toBasis.constr_basis ℂ _ (Sum.inl i)
  · exact (EuclideanSpace.basisFun (ι ⊕ ι) ℂ).toBasis.constr_basis ℂ _ (Sum.inr i)

end

end LinearMuffinTinOrbitals
```

```lean
#print axioms LinearMuffinTinOrbitals.secular
-- 'LinearMuffinTinOrbitals.secular' depends on axioms: [propext, Classical.choice, Quot.sound]
#print axioms LinearMuffinTinOrbitals.hamiltonian_isHermitian
-- 'LinearMuffinTinOrbitals.hamiltonian_isHermitian' depends on axioms: [propext, Classical.choice, Quot.sound]
#print axioms LinearMuffinTinOrbitals.not_isSymmetric
-- 'LinearMuffinTinOrbitals.not_isSymmetric' depends on axioms: [propext, Classical.choice, Quot.sound]
```

## Row vectors of functions and matrices of inner products

The channels are labelled by a finite type `ι`, and `V` is a complex inner-product space, of any dimension and not assumed complete. A family of vectors `ι → V` is read as a row vector f = (f₁, f₂, …), so that a matrix acts on it from the right. This product is `comb f A`, with components

    (fA)ⱼ = Σᵢ fᵢ Aᵢⱼ

The matrix `braket f g` has entries ⟨fᵢ, gⱼ⟩ and is written ⟨f|g⟩ below. Mathlib's inner product is conjugate-linear in its first argument, as in Dirac notation, so coefficients leave the left slot as the conjugate transpose Aᴴ. The real lists o, p, E become complex diagonal matrices through `rdiag`. The definition `lmto φ ψ o h` is the component form of χ,

    χⱼ = φⱼ + Σᵢ (ψᵢ + oᵢφᵢ) hᵢⱼ

and `⇑H ∘ lmto φ ψ o h` is the family Hχⱼ.

The hypotheses come in two structures. `Ortho φ ψ p` has the fields `orth`, `cross` and `dot`, which say ⟨φᵢ, φⱼ⟩ = δᵢⱼ, ⟨φᵢ, ψⱼ⟩ = 0 and ⟨ψᵢ, ψⱼ⟩ = pᵢδᵢⱼ. `WaveEq H φ ψ E` has the fields `phi` and `psi`, the two equations for H. The theorem `overlap` needs only `Ortho` and `h.IsHermitian`; the theorem `hamiltonian` adds `WaveEq`. The order of the factors matters in both, because o, p and E commute with each other but in general not with h.

Three more theorems use these hypotheses. For every complex number ε, `secular` states

    ⟨χ|Hχ⟩ − ε⟨χ|χ⟩ = h(1 + oh) + (1 + ho)(E − ε)(1 + oh) + h(E − ε)ph

where ε stands for ε times the unit matrix. `hamiltonian_isHermitian` states that ⟨χ|Hχ⟩ is a Hermitian matrix. `not_isSymmetric` states that, given `Ortho` and `WaveEq`, the operator H is not symmetric on V. Only this last theorem requires at least one channel; without channels the matrix identities are empty. Finally `partialWaves_witness` exhibits a space, vectors and an operator that satisfy both structures.

The χⱼ are in general not normalised (for h = 0 they are, since then χⱼ = φⱼ). With one channel, h is a real number, the squared norm of χ is (1 + oh)² + ph², and dividing the Hamiltonian entry by it gives the energy of the normalised orbital,

    ε = E + h(1 + oh) / ((1 + oh)² + ph²)

The denominator is positive, because p = 0 would force ψ = 0 and then φ = Hψ − Eψ = 0, so p > 0, and 1 + oh and h do not vanish together.

## Partial waves in atomic spheres

A channel i stands for a site and an angular momentum (l, m). Inside the sphere around that site the one-electron potential is taken spherical, and φᵢ(ε) is the solution of the wave equation at energy ε that is regular at the centre and normalised in the sphere. At a fixed energy Eᵢ chosen for the channel, φᵢ = φᵢ(Eᵢ), and ψᵢ is the energy derivative dφᵢ/dε at that energy. Differentiating (H − ε)φᵢ(ε) = 0 gives

    (H − Eᵢ)ψᵢ = φᵢ

which is the field `psi`. Differentiating ⟨φᵢ(ε), φᵢ(ε)⟩ = 1 gives 2 Re⟨φᵢ, ψᵢ⟩ = 0, and for real radial functions ⟨φᵢ, ψᵢ⟩ = 0. Different channels are orthogonal through their spherical harmonics on one site, and through having separate spheres on different sites. The number pᵢ is the squared norm of the energy derivative, so it has the dimension of an inverse energy squared and measures how fast the partial wave changes shape with energy.

The constant oᵢ reflects a freedom of normalisation. If the partial wave is rescaled to Nᵢ(ε)φᵢ(ε) with a real function Nᵢ and Nᵢ(Eᵢ) = 1, its energy derivative is ψᵢ + oᵢφᵢ with oᵢ = dNᵢ/dε at Eᵢ, and oᵢ is then the overlap ⟨φᵢ, ψᵢ + oᵢφᵢ⟩. The matrix h has the dimension of an energy and says how much of this derivative function in channel i enters the orbital j. In the method it is fixed by matching χⱼ in value and slope to an envelope function at the sphere surfaces, which builds it from structure constants and potential parameters. For o = 0 the secular matrix reduces to E + h − ε + h(E − ε)ph, so that E + h plays the part of the Hamiltonian when the term in p is small.

The file starts after all of this. No radial equation, energy derivative or envelope appears in it: the relations in `Ortho` and `WaveEq` are assumed, o is an arbitrary real list, and h is an arbitrary Hermitian matrix whose Hermiticity is postulated. The inner product has only sphere contributions, so the interstitial region and any overlap of spheres are neglected, as in the atomic-sphere approximation, and the channel set is finite with one partial wave per channel. H is defined on all of V, which is harmless because V may be taken to be the span of the φᵢ and ψᵢ, a space that H maps into itself. The theorems are matrix identities and say nothing about the roots ε of the secular determinant, their accuracy, or a variational bound. The two matrices are those whose generalised eigenvalue problem gives band energies in a linear muffin-tin orbital calculation, for a one-electron potential that is spherical in each sphere and with the interstitial left out. In a crystal the channels are then those of one unit cell, φ, ψ and χ stand for Bloch sums with the inner product taken over one cell, and h depends on the wave vector.

The failure of symmetry has a physical source. The partial waves obey no boundary condition at the sphere surface, so integrating the kinetic energy by parts leaves a surface term, and ⟨φᵢ, Hψᵢ⟩ − ⟨Hφᵢ, ψᵢ⟩ = 1 is the value of that term. This reading, like the one-channel energy and the origin of the hypotheses given above, is commentary that no theorem in the file states.

## Three identities and two substitutions

Let A, B, C, D be arbitrary complex matrices over the channels. Pulling the coefficients out of both slots,

    ⟨(φA)ᵢ, (φC)ⱼ⟩ = Σₖ Σₗ conj(Aₖᵢ) ⟨φₖ, φₗ⟩ Cₗⱼ = Σₖ conj(Aₖᵢ) Cₖⱼ = (AᴴC)ᵢⱼ

The same computation with ψ in both slots inserts pₖ and gives BᴴpD, and the two mixed terms vanish. The first identity is therefore

    ⟨φA + ψB | φC + ψD⟩ = AᴴC + BᴴpD

The second collects the φ terms of the orbital. The coefficient of φᵢ in χⱼ is δᵢⱼ + oᵢhᵢⱼ and that of ψᵢ is hᵢⱼ, so

    χ = φ(1 + oh) + ψh

The third applies H term by term, Σᵢ EᵢφᵢAᵢⱼ + Σᵢ (Eᵢψᵢ + φᵢ)Bᵢⱼ, which is

    H(φA + ψB) = φ(EA + B) + ψ(EB)

For the overlap put A = C = 1 + oh and B = D = h. Since h is Hermitian and o is real diagonal, (1 + oh)ᴴ = 1 + hᴴoᴴ = 1 + ho, and the first identity gives (1 + ho)(1 + oh) + hph.

For the Hamiltonian the third identity gives Hχ = φ(E(1 + oh) + h) + ψ(Eh). The left slot is unchanged, and now C = E(1 + oh) + h and D = Eh:

    ⟨χ|Hχ⟩ = (1 + ho)E(1 + oh) + (1 + ho)h + hpEh

The middle term is h + hoh = h(1 + oh), and pE = Ep turns the last into hEph. Subtracting ε times the overlap replaces E by E − ε in the two terms that contain E and leaves h(1 + oh) alone, which is the secular matrix.

Hermiticity follows term by term. The conjugate transpose of h(1 + oh) is (1 + ho)h, which equals h(1 + oh) again. The term (1 + ho)E(1 + oh) goes into itself, and hEph goes into hpEh = hEph. For the operator, pick any channel i:

    ⟨Hφᵢ, ψᵢ⟩ = Eᵢ⟨φᵢ, ψᵢ⟩ = 0
    ⟨φᵢ, Hψᵢ⟩ = Eᵢ⟨φᵢ, ψᵢ⟩ + ⟨φᵢ, φᵢ⟩ = 1

A symmetric H would make these equal. The matrix ⟨χ|Hχ⟩ is Hermitian all the same, because the only trace of the asymmetry is the term AᴴB = (1 + ho)h, and that product is Hermitian when h is.

## The same steps as Lean lemmas

`rdiag_conjTranspose` supplies oᴴ = o, and likewise for p and E. `braket_expand` is the first identity. Its local statements `hl` and `hr` move a coefficient matrix out of the left slot as `Mᴴ * braket f g` and out of the right slot as `braket f g * M`, while `al` and `ar` split sums of families. The four blocks `h1` to `h4` evaluate ⟨φ|φ⟩ = 1, ⟨φ|ψ⟩ = 0, ⟨ψ|φ⟩ = 0 and ⟨ψ|ψ⟩ = p. The third block is not among the hypotheses and is obtained from `cross` with the indices exchanged, by `inner_eq_zero_symm`. Rewriting with all eight leaves AᴴC + BᴴpD.

`lmto_eq` is the second identity and uses no hypothesis. It works at a fixed index j, collapses the sum over the unit matrix to φⱼ, and lets `abel` reorder the three remaining terms. `apply_comb` is the third: linearity carries H through sums and coefficients, `hw.phi` and `hw.psi` replace Hφᵢ and Hψᵢ, and `abel` regroups.

In `overlap` the line `rw [lmto_eq φ ψ o h, braket_expand hd]` is the substitution, and the `simp only` after it computes (1 + oh)ᴴ = 1 + ho with `hh.eq`. In `hamiltonian` the rewrite with `apply_comb hw` comes in between. There `hc` proves pE = Ep by multiplying the diagonals entry by entry, `key` uses it to turn hp(Eh) into hEph, and the final `noncomm_ring` expands both sides without commuting any factors, which includes the step (1 + ho)h = h(1 + oh). `secular` rewrites with both theorems, distributes the products over E − ε, pulls the scalar ε to the front, and matches terms with `abel`. `hamiltonian_isHermitian` takes the conjugate transpose of the closed form and ends with the same `hc`, a `key` for the bracketing h(p(Eh)), and `noncomm_ring`. `not_isSymmetric` applies the assumed symmetry to the pair φᵢ, ψᵢ in `h0` and rewrites both sides until the equation reads 0 = 1.

## A Jordan block in each channel

Hypotheses that rule out a symmetric H invite the question of whether any operator satisfies them. The space `EuclideanSpace ℂ (ι ⊕ ι)` has two orthonormal basis vectors per channel: `unitVec (Sum.inl i)` serves as φᵢ and `unitVec (Sum.inr i)` as ψᵢ. The map `jordanH E` is defined by its values on this basis, Eᵢφᵢ and Eᵢψᵢ + φᵢ, so in the ordered pair (φᵢ, ψᵢ) its matrix has rows

    ( Eᵢ  1  )
    ( 0   Eᵢ )

`partialWaves_witness` proves `Ortho` with all pᵢ = 1 and `WaveEq` for arbitrary real energies Eᵢ. The three orthogonality fields are read off from the orthonormality of the basis, and the two wave equations are the defining values of `jordanH`, recovered by `constr_basis`.
